# The Shannon entropy of a master equation changes at the rate of entropy production minus entropy flow

Let p_i(t) > 0 be the probabilities of finitely many states, obeying a master equation in which every possible jump can also run backwards. Write W_ij for the rate of the jump from j to i, and

J_ij = W_ij p_j − W_ji p_i

for the net current from j to i. Then the Shannon entropy S = −Σ_i p_i ln p_i, in units of the Boltzmann constant, satisfies

dS/dt = σ − Φ,

σ = ½ Σ_ij J_ij ln(W_ij p_j / (W_ji p_i)),

Φ = ½ Σ_ij J_ij ln(W_ij / W_ji).

Here σ is the entropy production and Φ the entropy flow to the surroundings. These names have their thermodynamic meaning when each link stands for a single mechanism, coupled to surroundings in equilibrium, and the states carry no internal entropy. If they do carry a fixed internal entropy, Φ also contains the rate at which its mean grows. Pairs of states without a link contribute nothing. For a finite-state Markov model of a chemical reaction network in which any two states are linked by at most one reaction, the balance separates the dissipation σ from the change in the Shannon entropy, using only rates and probabilities.

## Derivation from the antisymmetry of the currents

The master equation reads dp_i/dt = Σ_j J_ij, and J_ji = −J_ij. For any observable f_i, exchanging the names of the summation indices gives

Σ_ij J_ij f_i = Σ_ij J_ji f_j = −Σ_ij J_ij f_j.

Averaging the first and last expressions,

Σ_i (dp_i/dt) f_i = ½ Σ_ij J_ij (f_i − f_j).

With f = 1 this is conservation of probability, Σ_i dp_i/dt = 0. The product rule then yields

dS/dt = −Σ_i (dp_i/dt) ln p_i − Σ_i p_i (dp_i/dt)/p_i = −Σ_i (dp_i/dt) ln p_i.

Taking f_i = ln p_i turns this into

dS/dt = ½ Σ_ij J_ij ln(p_j/p_i).

On every link with positive rates,

ln(W_ij p_j / (W_ji p_i)) − ln(W_ij/W_ji) = ln(p_j/p_i).

Multiplying by ½ J_ij and summing over i and j gives σ − Φ on the left and dS/dt on the right, which is the balance.

The theorems below establish this identity but not the second-law statement σ ≥ 0, which follows because each term of σ from an open link has the form ½ (x − y) ln(x/y) with x, y > 0 and is therefore nonnegative.

## Currents, rates and entropies in Lean

The states form a finite type `ι`.

```lean
import Mathlib

open Finset

namespace SchnakenbergBalance

noncomputable section

variable {ι : Type*} [Fintype ι]
```

The current keeps the index order used above: the second index is the origin of the jump.

```lean
/-- The net probability current from state `j` to state `i`, where `W i j` is the rate of the
jump from `j` to `i`. -/
def current (W : Matrix ι ι ℝ) (p : ι → ℝ) (i j : ι) : ℝ :=
  W i j * p j - W j i * p i
```

The master equation is imposed at a single instant `t`, as a statement about derivatives. The rate matrix may depend on time. Diagonal entries of `W` play no role, because `current W p i i` is zero.

```lean
/-- The master equation at time `t`: the probability of each state changes at the rate given by
the total current into it. The rates may depend on time. -/
def SolvesMasterAt (W : ℝ → Matrix ι ι ℝ) (p : ℝ → ι → ℝ) (t : ℝ) : Prop :=
  ∀ i, HasDerivAt (fun s => p s i) (∑ j, current (W t) (p t) i j) t
```

`Reversible` expresses that no jump is strictly one-way. It does not require detailed balance, so circulating currents are allowed.

```lean
/-- Two distinct states are either linked by positive rates in both directions or not linked. -/
def Reversible (W : Matrix ι ι ℝ) : Prop :=
  ∀ i j, i ≠ j → (0 < W i j ∧ 0 < W j i) ∨ (W i j = 0 ∧ W j i = 0)
```

The entropy and the two rates follow the formulas above. The factor 1/2 compensates for counting each link twice.

```lean
/-- The Shannon entropy in units of the Boltzmann constant. -/
def shannonEntropy (p : ι → ℝ) : ℝ := -∑ i, p i * Real.log (p i)

/-- The entropy flow to the surroundings, for reversible rates; links with zero rates
contribute nothing. -/
def entropyFlow (W : Matrix ι ι ℝ) (p : ι → ℝ) : ℝ :=
  1 / 2 * ∑ i, ∑ j, current W p i j * Real.log (W i j / W j i)

/-- The Schnakenberg entropy production, for reversible rates and positive probabilities; links
with zero rates contribute nothing. -/
def entropyProduction (W : Matrix ι ι ℝ) (p : ι → ℝ) : ℝ :=
  1 / 2 * ∑ i, ∑ j, current W p i j * Real.log (W i j * p j / (W j i * p i))
```

On a missing link Lean assigns a value to the quotient 0/0, but the vanishing current multiplies it away.

## The balance

The first lemma is the summation by parts. Its inner statement `h` exchanges the two sums and uses the antisymmetry of the current.

```lean
/-- Summation by parts on the network: the total currents into the states, weighted by `f`, add up
to half the sum over ordered pairs `i, j` of the current from `j` to `i` times `f i - f j`. -/
theorem sum_current_mul (W : Matrix ι ι ℝ) (p f : ι → ℝ) :
    ∑ i, (∑ j, current W p i j) * f i =
      1 / 2 * ∑ i, ∑ j, current W p i j * (f i - f j) := by
  -- exchanging the two ends of a link reverses the current
  have h : ∑ i, ∑ j, current W p i j * f j = -∑ i, ∑ j, current W p i j * f i := by
    rw [Finset.sum_comm, ← Finset.sum_neg_distrib]
    refine Finset.sum_congr rfl fun i _ => ?_
    rw [← Finset.sum_neg_distrib]
    refine Finset.sum_congr rfl fun j _ => ?_
    unfold current
    ring
  simp only [mul_sub, Finset.sum_sub_distrib, Finset.sum_mul]
  rw [h]
  ring
```

For the entropy derivative, `h0` is the case f = 1. The product and logarithm rules produce the two sums found by hand, and `h2` shows that the second one vanishes. Positivity is used to differentiate the logarithm; normalisation of `p` is never used.

```lean
/-- Along a positive solution of the master equation the Shannon entropy changes at the rate
`-∑ ṗ_i ln p_i`. -/
theorem hasDerivAt_shannonEntropy {W : ℝ → Matrix ι ι ℝ} {p : ℝ → ι → ℝ} {t : ℝ}
    (hp : SolvesMasterAt W p t) (hpos : ∀ i, 0 < p t i) :
    HasDerivAt (fun s => shannonEntropy (p s))
      (-∑ i, (∑ j, current (W t) (p t) i j) * Real.log (p t i)) t := by
  -- conservation of total probability
  have h0 : ∑ i, ∑ j, current (W t) (p t) i j = 0 := by
    simpa using sum_current_mul (W t) (p t) (fun _ => 1)
  have h1 := (HasDerivAt.fun_sum (u := Finset.univ) fun i _ =>
    (hp i).fun_mul ((hp i).log (hpos i).ne')).fun_neg
  refine h1.congr_deriv ?_
  have h2 : ∑ i, p t i * ((∑ j, current (W t) (p t) i j) / p t i) = 0 := by
    rw [← h0]
    refine Finset.sum_congr rfl fun i _ => ?_
    have := (hpos i).ne'
    field_simp
  rw [Finset.sum_add_distrib, h2, add_zero]
```

The next lemma is purely algebraic and involves no time. It assumes reversible rates and positive probabilities. After summation by parts with f_i = ln p_i, it compares the sums term by term. The diagonal terms and the missing links vanish, while on an open link the logarithms split as in the derivation.

```lean
/-- Entropy production minus entropy flow equals `-∑ J_i ln p_i`, where `J_i` is the total
current into state `i`. -/
theorem production_sub_flow {W : Matrix ι ι ℝ} {p : ι → ℝ}
    (hW : Reversible W) (hpos : ∀ i, 0 < p i) :
    entropyProduction W p - entropyFlow W p =
      -∑ i, (∑ j, current W p i j) * Real.log (p i) := by
  rw [sum_current_mul W p (fun i => Real.log (p i))]
  unfold entropyProduction entropyFlow
  rw [← mul_sub, ← mul_neg, ← Finset.sum_sub_distrib, ← Finset.sum_neg_distrib]
  congr 1
  refine Finset.sum_congr rfl fun i _ => ?_
  rw [← Finset.sum_sub_distrib, ← Finset.sum_neg_distrib]
  refine Finset.sum_congr rfl fun j _ => ?_
  by_cases h : i = j
  · subst h
    simp [current]
  · rcases hW i j h with ⟨a, b⟩ | ⟨a, b⟩
    · -- on an open link the logarithm splits into a rate part and a probability part
      rw [Real.log_div (mul_pos a (hpos j)).ne' (mul_pos b (hpos i)).ne',
        Real.log_mul a.ne' (hpos j).ne', Real.log_mul b.ne' (hpos i).ne',
        Real.log_div a.ne' b.ne']
      ring
    · simp [current, a, b]
```

Combining the two lemmas gives the balance at time `t`. Reversibility and positivity are required only at that instant.

```lean
/-- Schnakenberg balance: along a positive solution of a master equation with reversible rates,
the Shannon entropy changes at the rate entropy production minus entropy flow. -/
theorem schnakenberg_balance {W : ℝ → Matrix ι ι ℝ} {p : ℝ → ι → ℝ} {t : ℝ}
    (hp : SolvesMasterAt W p t) (hW : Reversible (W t)) (hpos : ∀ i, 0 < p t i) :
    HasDerivAt (fun s => shannonEntropy (p s))
      (entropyProduction (W t) (p t) - entropyFlow (W t) (p t)) t := by
  rw [production_sub_flow hW hpos]
  exact hasDerivAt_shannonEntropy hp hpos
```

In a stationary state the right side of the algebraic identity `production_sub_flow` vanishes, so σ = Φ, again for reversible rates and positive probabilities. The hypothesis `hst` says that the total current into each state is zero; the individual currents may persist.

```lean
/-- In a stationary state the entropy production equals the entropy flow to the surroundings. -/
theorem stationary_production_eq_flow {W : Matrix ι ι ℝ} {p : ι → ℝ}
    (hW : Reversible W) (hpos : ∀ i, 0 < p i) (hst : ∀ i, ∑ j, current W p i j = 0) :
    entropyProduction W p = entropyFlow W p := by
  have h := production_sub_flow hW hpos
  simp only [hst, zero_mul, Finset.sum_const_zero, neg_zero] at h
  linarith
```

## Free energy under local detailed balance

To give Φ a thermal meaning, we relate the rates to energies. Let E_i be the energy of state i, T the temperature in energy units (Boltzmann constant one), and w_ij the work done on the system in the jump from j to i. The condition

W_ij / W_ji = exp((E_j − E_i + w_ij)/T)

is assumed here. It stands for states without internal entropy, coupled to a heat bath that stays in equilibrium at temperature T and receives the heat E_j − E_i + w_ij in each such jump.

```lean
/-- Local detailed balance at temperature `T ≠ 0` (Boltzmann constant one): the ratio of forward
and backward rates is fixed by the energies `E` and the work `w i j` done on the system in the
jump from `j` to `i`. -/
def LocalDetailedBalance (T : ℝ) (E : ι → ℝ) (w W : Matrix ι ι ℝ) : Prop :=
  ∀ i j, i ≠ j → W i j = W j i * Real.exp ((E j - E i + w i j) / T)
```

On open links the condition forces w_ij = −w_ji: the reverse jump returns the work. The mean power P is therefore a sum over currents.

```lean
/-- The mean power delivered by the driving, with work `w i j` per jump from `j` to `i`, for work
that changes sign when the jump is reversed. -/
def drivingPower (w W : Matrix ι ι ℝ) (p : ι → ℝ) : ℝ :=
  1 / 2 * ∑ i, ∑ j, current W p i j * w i j
```

Let U = Σ_i p_i E_i be the mean energy, with the E_i fixed in time. Inserting the logarithm of the rate ratio into Φ and summing by parts with f = E gives

TΦ = P − dU/dt.

The proof does this link by link: `hlog` evaluates the logarithm and `hc` clears the temperature.

```lean
/-- Energy balance for reversible rates with local detailed balance: temperature times entropy flow
is the driving power minus `∑ J_i E_i`, where `J_i` is the total current into state `i`. -/
theorem temperature_mul_entropyFlow {T : ℝ} {E : ι → ℝ} {w W : Matrix ι ι ℝ} (p : ι → ℝ)
    (hT : 0 < T) (hW : Reversible W) (hl : LocalDetailedBalance T E w W) :
    T * entropyFlow W p =
      drivingPower w W p - ∑ i, (∑ j, current W p i j) * E i := by
  rw [sum_current_mul W p E]
  unfold entropyFlow drivingPower
  rw [← mul_sub, ← Finset.sum_sub_distrib, mul_left_comm T, Finset.mul_sum]
  congr 1
  refine Finset.sum_congr rfl fun i _ => ?_
  rw [Finset.mul_sum, ← Finset.sum_sub_distrib]
  refine Finset.sum_congr rfl fun j _ => ?_
  by_cases h : i = j
  · subst h
    simp [current]
  · rcases hW i j h with ⟨_, b⟩ | ⟨a, b⟩
    · have hlog : Real.log (W i j / W j i) = (E j - E i + w i j) / T := by
        rw [hl i j h, mul_div_cancel_left₀ _ b.ne', Real.log_exp]
      have hc : T * ((E j - E i + w i j) / T) = E j - E i + w i j := by
        field_simp
      rw [hlog]
      linear_combination current W p i j * hc
    · simp [current, a, b]
```

For the nonequilibrium free energy F = U − TS, the balance then yields

dF/dt = dU/dt − T(σ − Φ) = P − Tσ.

Temperature and energies are held fixed, so work done by shifting the energy levels in time is not included.

```lean
/-- Free-energy balance: along a positive solution of a master equation with reversible rates and
local detailed balance, at fixed temperature and energies, the nonequilibrium free energy `U - T S`
changes at the rate driving power minus `T` times the entropy production. -/
theorem free_energy_balance {T : ℝ} {E : ι → ℝ} {w : Matrix ι ι ℝ}
    {W : ℝ → Matrix ι ι ℝ} {p : ℝ → ι → ℝ} {t : ℝ} (hT : 0 < T)
    (hp : SolvesMasterAt W p t) (hW : Reversible (W t)) (hpos : ∀ i, 0 < p t i)
    (hl : LocalDetailedBalance T E w (W t)) :
    HasDerivAt (fun s => ∑ i, p s i * E i - T * shannonEntropy (p s))
      (drivingPower w (W t) (p t) - T * entropyProduction (W t) (p t)) t := by
  have hU := HasDerivAt.fun_sum (u := Finset.univ) fun i _ => (hp i).mul_const (E i)
  have hS := (schnakenberg_balance hp hW hpos).const_mul T
  refine (hU.fun_sub hS).congr_deriv ?_
  linear_combination temperature_mul_entropyFlow (p t) hT hW hl
```

## A driven ring of three states

On a ring with forward rate a and backward rate b, the uniform distribution p_i = 1/3 is stationary. Each of the three links carries the forward current (a − b)/3, hence

Φ = 3 · (a − b)/3 · ln(a/b) = (a − b) ln(a/b).

```lean
/-- Three states on a ring, with rate `a` for each step forward and `b` for each step back. -/
def ringRates (a b : ℝ) : Matrix (Fin 3) (Fin 3) ℝ :=
  !![0, b, a; a, 0, b; b, a, 0]
```

The theorem checks reversibility by going through the pairs of states, stationarity by cancelling inflow against outflow, and the entropy flow by writing out the sum. By the stationary result, σ has the same value. For a ≠ b it is positive although the probabilities do not change: the ring dissipates steadily.

```lean
/-- For positive `a` and `b` the ring has reversible rates, the uniform distribution solves its
master equation at all times, and the entropy flow there is `(a - b) ln (a / b)`. -/
theorem ring_witness {a b : ℝ} (ha : 0 < a) (hb : 0 < b) :
    Reversible (ringRates a b) ∧
    (∀ t, SolvesMasterAt (fun _ => ringRates a b) (fun _ _ => 1 / 3) t) ∧
    entropyFlow (ringRates a b) (fun _ => 1 / 3) = (a - b) * Real.log (a / b) := by
  refine ⟨?_, ?_, ?_⟩
  · intro i j h
    fin_cases i <;> fin_cases j <;> simp_all [ringRates]
  · intro t i
    -- inflow and outflow cancel at every state
    have hz : ∑ j, current (ringRates a b) (fun _ => 1 / 3) i j = 0 := by
      fin_cases i <;> simp [current, ringRates, Fin.sum_univ_three] <;> ring
    rw [hz]
    exact hasDerivAt_const t (1 / 3 : ℝ)
  · have h : Real.log (b / a) = -Real.log (a / b) := by
      rw [← Real.log_inv, inv_div]
    simp only [entropyFlow, current, ringRates, Fin.sum_univ_three, Matrix.of_apply,
      Matrix.cons_val]
    rw [h]
    ring

end

end SchnakenbergBalance
```

```lean
#print axioms SchnakenbergBalance.hasDerivAt_shannonEntropy
#print axioms SchnakenbergBalance.stationary_production_eq_flow
#print axioms SchnakenbergBalance.free_energy_balance
```

```
'SchnakenbergBalance.hasDerivAt_shannonEntropy' depends on axioms: [propext, Classical.choice, Quot.sound]
'SchnakenbergBalance.stationary_production_eq_flow' depends on axioms: [propext, Classical.choice, Quot.sound]
'SchnakenbergBalance.free_energy_balance' depends on axioms: [propext, Classical.choice, Quot.sound]
```
